# For positive gaps $D$ and real symmetric response $K$, the undamped linearized SCF error tends to zero from every real start if and only if $D+K$ and $D-K$ are positive definite

A Hartree-Fock calculation can have a perfectly good energy minimum and still refuse to settle there: the orbitals overshoot, and each cycle overshoots further. Close to the solution I describe the error by a real vector $x$, with one component $x_a$ for each occupied-virtual pair $a$. To first order the error changes the occupied-virtual block of the Fock matrix by $Kx$, and rediagonalizing divides by the orbital gaps $d_a>0$, so the next error is $-D^{-1}Kx$ with $D=\mathrm{diag}(d)$.

I believe that this iteration dies out from every start exactly when both $D+K$ and $D-K$ are positive definite. The first condition looks like stability of the solution, but the second is less familiar. Can the equivalence be proved in full and checked in Lean, and does it show what damping does?

## Each response mode has its own amplification factor

Yes. It is easiest to treat linear mixing with a parameter $\alpha>0$ from the start:

$$x\mapsto(1-\alpha)x-\alpha D^{-1}Kx .$$

Your iteration is the case $\alpha=1$.

The matrix $S=D^{-1/2}KD^{-1/2}$ is real symmetric, so it has orthonormal eigenvectors $u_i$ with eigenvalues $\mu_i$. Put $w_i=D^{-1/2}u_i$. Then

$$Kw_i=D^{1/2}Su_i=\mu_iDw_i,\qquad w_i^TDw_j=u_i^Tu_j=\delta_{ij}.$$

Expanding $D^{1/2}x$ in the $u_i$ gives $x=\sum_i c_iw_i$ for every real $x$. For real numbers $p,q$ it follows that

$$x^T(pD+qK)x=\sum_i(p+q\mu_i)c_i^2 .$$

Hence $pD+qK$ is positive definite if and only if $p+q\mu_i>0$ for all $i$: test $x=w_i$ in one direction, and in the other use that a nonzero $x$ has some $c_i\neq0$.

One mixed step sends $w_i$ to $(1-\alpha-\alpha\mu_i)w_i$, so after $k$ steps

$$x_k=\sum_i\bigl(1-\alpha(1+\mu_i)\bigr)^kc_iw_i .$$

This tends to zero for every choice of the $c_i$ exactly when $|1-\alpha(1+\mu_i)|<1$ for all $i$, that is,

$$1+\mu_i>0\quad\text{and}\quad(2-\alpha)-\alpha\mu_i>0 .$$

These say that $D+K$ and $(2-\alpha)D-\alpha K$ are positive definite. At $\alpha=1$ the second matrix is $D-K$.

With a single pair, gap $d$ and response $\kappa$, the unmixed factor is $-\kappa/d$, and the two conditions read $-d<\kappa<d$. At $\kappa=d$ the error flips sign forever; at $\kappa=-d$ it stays where it is.

Damping acts on the second condition only. If every $1+\mu_i$ is positive, a small enough $\alpha$ brings all factors between 0 and 1; if some $1+\mu_i\le0$, no positive $\alpha$ helps. Up to a positive factor, $D+K$ is the matrix of second derivatives of the Hartree-Fock energy with respect to the real orbital rotations $x$, so the first condition is stability against them. Failure of the plain linearized cycle therefore does not by itself show that the solution is unstable.

Here is the complete file.

```lean
import Mathlib

open Matrix Filter Topology

namespace SCFConvergence

noncomputable section

variable {n : Type*} [Fintype n] [DecidableEq n]

/-- The linearized SCF step `x ↦ -D⁻¹ K x`, with `D` the diagonal matrix of the orbital gaps `d`
and `K` the response matrix; its domain is nonzero gaps. -/
def plainStep (d : n → ℝ) (K : Matrix n n ℝ) (x : n → ℝ) : n → ℝ :=
  fun a => -(K *ᵥ x) a / d a

/-- The linearized SCF step with linear mixing: a fraction `α` of the new vector is mixed with a
fraction `1 - α` of the old one; its domain is nonzero gaps. -/
def mixedStep (d : n → ℝ) (K : Matrix n n ℝ) (α : ℝ) (x : n → ℝ) : n → ℝ :=
  (1 - α) • x + α • plainStep d K x

/-- An iteration converges if its iterates tend to zero from every real starting vector. -/
def Converges (step : (n → ℝ) → (n → ℝ)) : Prop :=
  ∀ x, Tendsto (fun k : ℕ => step^[k] x) atTop (𝓝 0)

/-- Response modes `w i` with strengths `μ i`: solutions of `K w = μ D w` that are orthonormal
in the metric `D` and span all real vectors. -/
structure ResponseModes (d : n → ℝ) (K : Matrix n n ℝ) (w : n → n → ℝ) (μ : n → ℝ) : Prop where
  eigen : ∀ i, K *ᵥ w i = μ i • (diagonal d *ᵥ w i)
  ortho : ∀ i j, w i ⬝ᵥ (diagonal d *ᵥ w j) = if i = j then 1 else 0
  complete : ∀ x : n → ℝ, ∃ c : n → ℝ, x = ∑ i, c i • w i

variable {d : n → ℝ} {K : Matrix n n ℝ} {w : n → n → ℝ} {μ : n → ℝ}

/-- For positive gaps and a symmetric response matrix, a complete set of response modes exists. -/
theorem exists_responseModes (hd : ∀ a, 0 < d a) (hK : K.IsSymm) :
    ∃ w μ, ResponseModes d K w μ := by
  obtain ⟨s, hs, hss⟩ : ∃ s : n → ℝ, (∀ a, 0 < s a) ∧ ∀ a, s a * s a = d a :=
    ⟨fun a => √(d a), fun a => Real.sqrt_pos.mpr (hd a), fun a => Real.mul_self_sqrt (hd a).le⟩
  -- the symmetrized response matrix D^(-1/2) K D^(-1/2)
  obtain ⟨S, hSdef⟩ : ∃ S : Matrix n n ℝ, ∀ a b, S a b = K a b / (s a * s b) :=
    ⟨fun a b => K a b / (s a * s b), fun _ _ => rfl⟩
  have hS : S.IsHermitian := Matrix.IsHermitian.ext fun a b => by
    rw [star_trivial, hSdef, hSdef, hK.apply a b, mul_comm (s b)]
  refine ⟨fun i a => (hS.eigenvectorBasis i).ofLp a / s a, hS.eigenvalues, ?_, ?_, ?_⟩
  · intro i
    funext a
    have ha := (hs a).ne'
    calc (K *ᵥ fun b => (hS.eigenvectorBasis i).ofLp b / s b) a
        = s a * (S *ᵥ (hS.eigenvectorBasis i).ofLp) a := by
          simp only [Matrix.mulVec, dotProduct, Finset.mul_sum]
          refine Finset.sum_congr rfl fun b _ => ?_
          have hb := (hs b).ne'
          rw [hSdef]
          field_simp
      _ = s a * (hS.eigenvalues i * (hS.eigenvectorBasis i).ofLp a) := by
          rw [hS.mulVec_eigenvectorBasis]; rfl
      _ = _ := by
          simp only [Pi.smul_apply, mulVec_diagonal, smul_eq_mul]
          rw [← hss a]
          field_simp
  · intro i j
    rw [← orthonormal_iff_ite.mp hS.eigenvectorBasis.orthonormal i j, PiLp.inner_apply]
    simp only [dotProduct, mulVec_diagonal]
    refine Finset.sum_congr rfl fun a _ => ?_
    have ha := (hs a).ne'
    simp only [RCLike.inner_apply, conj_trivial]
    rw [← hss a]
    field_simp
  · intro x
    refine ⟨fun i => (hS.eigenvectorBasis.repr (WithLp.toLp 2 fun a => s a * x a)).ofLp i,
      funext fun a => ?_⟩
    have e := congrArg (fun z : EuclideanSpace ℝ n => z.ofLp a)
      (hS.eigenvectorBasis.sum_repr (WithLp.toLp 2 fun a => s a * x a))
    simp only [WithLp.ofLp_sum, WithLp.ofLp_smul, Finset.sum_apply, Pi.smul_apply,
      smul_eq_mul] at e
    simp only [Finset.sum_apply, Pi.smul_apply, smul_eq_mul, ← mul_div_assoc, ← Finset.sum_div]
    rw [e, mul_div_cancel_left₀ _ (hs a).ne']

omit [DecidableEq n] in
/-- A matrix acts on a superposition term by term. -/
theorem mulVec_superposition (M : Matrix n n ℝ) (c : n → ℝ) (w : n → n → ℝ) :
    M *ᵥ ∑ i, c i • w i = ∑ i, c i • (M *ᵥ w i) := by
  simpa only [Matrix.mulVecLin_apply, Matrix.mulVec_smul] using
    map_sum M.mulVecLin (fun i => c i • w i) Finset.univ

/-- For symmetric `K`, the matrix `p D + q K` is positive definite exactly when `p + q μ` is
positive for every response mode. -/
theorem ResponseModes.posDef_iff (h : ResponseModes d K w μ) (hK : K.IsSymm) (p q : ℝ) :
    (p • diagonal d + q • K).PosDef ↔ ∀ i, 0 < p + q * μ i := by
  have act : ∀ i, (p • diagonal d + q • K) *ᵥ w i = (p + q * μ i) • (diagonal d *ᵥ w i) := by
    intro i
    rw [Matrix.add_mulVec, Matrix.smul_mulVec, Matrix.smul_mulVec, h.eigen]
    module
  rw [Matrix.posDef_iff_dotProduct_mulVec]
  constructor
  · rintro ⟨_, hp⟩ i
    have hw : w i ≠ 0 := fun h0 => by simpa [h0] using h.ortho i i
    have := hp hw
    rwa [star_trivial, act, dotProduct_smul, h.ortho, if_pos rfl, smul_eq_mul, mul_one] at this
  · intro hp
    refine ⟨?_, ?_⟩
    · unfold Matrix.IsHermitian
      rw [conjTranspose_eq_transpose_of_trivial, transpose_add, transpose_smul, transpose_smul,
        diagonal_transpose, hK.eq]
    · intro x hx
      obtain ⟨c, rfl⟩ := h.complete x
      -- the quadratic form is diagonal in the mode amplitudes
      have form : (∑ i, c i • w i) ⬝ᵥ ((p • diagonal d + q • K) *ᵥ ∑ i, c i • w i)
          = ∑ i, (p + q * μ i) * c i ^ 2 := by
        rw [mulVec_superposition, sum_dotProduct]
        refine Finset.sum_congr rfl fun i _ => ?_
        rw [smul_dotProduct, dotProduct_sum]
        simp only [act, dotProduct_smul, h.ortho, smul_eq_mul, mul_ite, mul_one, mul_zero,
          Finset.sum_ite_eq, Finset.mem_univ, if_true]
        ring
      rw [star_trivial, form]
      obtain ⟨i, hi⟩ : ∃ i, c i ≠ 0 := by
        by_contra hc
        push Not at hc
        exact hx (by simp [hc])
      exact Finset.sum_pos' (fun j _ => mul_nonneg (hp j).le (sq_nonneg _))
        ⟨i, Finset.mem_univ i, mul_pos (hp i) (by positivity)⟩

/-- For positive gaps, `k` mixed steps multiply the amplitude of each response mode by
`(1 - α (1 + μ)) ^ k`. -/
theorem ResponseModes.iterate (h : ResponseModes d K w μ) (hd : ∀ a, 0 < d a) (α : ℝ)
    (c : n → ℝ) (k : ℕ) : (mixedStep d K α)^[k] (∑ i, c i • w i)
      = ∑ i, ((1 - α * (1 + μ i)) ^ k * c i) • w i := by
  induction k with
  | zero => simp
  | succ k ih =>
    rw [Function.iterate_succ_apply', ih]
    funext a
    simp only [mixedStep, plainStep, Pi.add_apply, Pi.smul_apply, smul_eq_mul]
    have hKx : (K *ᵥ ∑ i, ((1 - α * (1 + μ i)) ^ k * c i) • w i) a
        = d a * ∑ i, (1 - α * (1 + μ i)) ^ k * c i * μ i * w i a := by
      rw [mulVec_superposition, Finset.sum_apply, Finset.mul_sum]
      refine Finset.sum_congr rfl fun i _ => ?_
      rw [h.eigen]
      simp only [Pi.smul_apply, mulVec_diagonal, smul_eq_mul]
      ring
    rw [hKx, neg_div, mul_div_cancel_left₀ _ (hd a).ne', mul_neg, ← sub_eq_add_neg]
    simp only [Finset.sum_apply, Pi.smul_apply, smul_eq_mul]
    rw [Finset.mul_sum, Finset.mul_sum, ← Finset.sum_sub_distrib]
    refine Finset.sum_congr rfl fun i _ => ?_
    ring

/-- For positive gaps, the mixed iteration converges exactly when every response mode has an
amplification factor `1 - α (1 + μ)` of modulus below one. -/
theorem ResponseModes.converges_iff (h : ResponseModes d K w μ) (hd : ∀ a, 0 < d a) (α : ℝ) :
    Converges (mixedStep d K α) ↔ ∀ i, |1 - α * (1 + μ i)| < 1 := by
  constructor
  · intro hc i
    have hw : w i ≠ 0 := fun h0 => by simpa [h0] using h.ortho i i
    obtain ⟨a, ha⟩ := Function.ne_iff.mp hw
    -- start the iteration from the single mode i
    have hit : ∀ k : ℕ, (mixedStep d K α)^[k] (w i) = (1 - α * (1 + μ i)) ^ k • w i := by
      intro k
      simpa [ite_smul] using h.iterate hd α (fun j => if j = i then 1 else 0) k
    have ht := (tendsto_pi_nhds.mp (hc (w i)) a).div_const (w i a)
    simp only [hit, Pi.smul_apply, smul_eq_mul, Pi.zero_apply, zero_div] at ht
    refine tendsto_pow_atTop_nhds_zero_iff.mp (ht.congr fun k => ?_)
    exact mul_div_cancel_right₀ _ ha
  · intro hr x
    obtain ⟨c, rfl⟩ := h.complete x
    simp only [h.iterate hd]
    have ht : Tendsto (fun k : ℕ => ∑ i, ((1 - α * (1 + μ i)) ^ k * c i) • w i) atTop
        (𝓝 (∑ i, ((0 : ℝ) * c i) • w i)) :=
      tendsto_finsetSum _ fun i _ =>
        ((tendsto_pow_atTop_nhds_zero_iff.mpr (hr i)).mul_const (c i)).smul_const (w i)
    simpa only [zero_mul, zero_smul, Finset.sum_const_zero] using ht

/-- For positive gaps, symmetric `K` and mixing parameter `α > 0`, the mixed linearized SCF
iteration converges if and only if `D + K` and `(2 - α) D - α K` are positive definite. -/
theorem mixed_converges_iff (hd : ∀ a, 0 < d a) (hK : K.IsSymm) {α : ℝ} (hα : 0 < α) :
    Converges (mixedStep d K α) ↔
      (diagonal d + K).PosDef ∧ ((2 - α) • diagonal d - α • K).PosDef := by
  obtain ⟨w, μ, h⟩ := exists_responseModes hd hK
  have h1 := h.posDef_iff hK 1 1
  have h2 := h.posDef_iff hK (2 - α) (-α)
  simp only [one_smul, one_mul] at h1
  rw [neg_smul, ← sub_eq_add_neg] at h2
  rw [h.converges_iff hd, h1, h2, ← forall_and]
  refine forall_congr' fun i => ?_
  rw [abs_lt]
  constructor
  · rintro ⟨ha, hb⟩
    exact ⟨(mul_pos_iff_of_pos_left hα).mp (by linarith), by linarith⟩
  · rintro ⟨ha, hb⟩
    have := mul_pos hα ha
    constructor <;> linarith

/-- For positive gaps and symmetric `K`, the linearized SCF iteration `x ↦ -D⁻¹ K x` tends to
zero from every real start if and only if `D + K` and `D - K` are both positive definite. -/
theorem scf_converges_iff (hd : ∀ a, 0 < d a) (hK : K.IsSymm) :
    Converges (plainStep d K) ↔ (diagonal d + K).PosDef ∧ (diagonal d - K).PosDef := by
  have e : mixedStep d K 1 = plainStep d K := by
    funext x
    simp [mixedStep]
  have h21 : (2 : ℝ) - 1 = 1 := by norm_num
  have h := mixed_converges_iff hd hK one_pos
  rwa [e, h21, one_smul, one_smul] at h

/-- For positive gaps and symmetric `K`, some positive mixing parameter makes the linearized SCF
iteration converge if and only if `D + K` is positive definite. -/
theorem exists_mixing_iff (hd : ∀ a, 0 < d a) (hK : K.IsSymm) :
    (∃ α : ℝ, 0 < α ∧ Converges (mixedStep d K α)) ↔ (diagonal d + K).PosDef := by
  constructor
  · rintro ⟨α, hα, hc⟩
    exact ((mixed_converges_iff hd hK hα).mp hc).1
  · intro hp
    obtain ⟨w, μ, h⟩ := exists_responseModes hd hK
    have h1 := h.posDef_iff hK 1 1
    simp only [one_smul, one_mul] at h1
    have hμ := h1.mp hp
    have hsum : 0 ≤ ∑ i, (1 + μ i) := Finset.sum_nonneg fun i _ => (hμ i).le
    have hpos : 0 < 1 + ∑ i, (1 + μ i) := by linarith
    -- a mixing parameter below the inverse of every 1 + μ
    refine ⟨1 / (1 + ∑ i, (1 + μ i)), one_div_pos.mpr hpos, (h.converges_iff hd _).mpr ?_⟩
    intro i
    have hi : 1 + μ i ≤ ∑ j, (1 + μ j) :=
      Finset.single_le_sum (f := fun j => 1 + μ j) (fun j _ => (hμ j).le) (Finset.mem_univ i)
    have hlow := mul_pos (one_div_pos.mpr hpos) (hμ i)
    have hup : 1 / (1 + ∑ j, (1 + μ j)) * (1 + μ i) < 1 := by
      rw [one_div_mul_eq_div, div_lt_one hpos]
      linarith
    rw [abs_lt]
    constructor <;> linarith

/-- With two unit gaps and response matrix `(2, 1; 1, 2)`, the matrix `D + K` is positive definite
and yet the unmixed linearized SCF iteration does not converge. -/
theorem stable_but_not_convergent :
    (diagonal (fun _ : Fin 2 => (1 : ℝ)) + !![2, 1; 1, 2]).PosDef ∧
      ¬ Converges (plainStep (fun _ : Fin 2 => (1 : ℝ)) !![2, 1; 1, 2]) := by
  have hK : (!![2, 1; 1, 2] : Matrix (Fin 2) (Fin 2) ℝ).IsSymm := by
    ext i j
    fin_cases i <;> fin_cases j <;> simp
  constructor
  · rw [Matrix.posDef_iff_dotProduct_mulVec]
    refine ⟨?_, ?_⟩
    · ext i j
      fin_cases i <;> fin_cases j <;> simp
    · intro x hx
      have e : star x ⬝ᵥ ((diagonal (fun _ : Fin 2 => (1 : ℝ)) + !![2, 1; 1, 2]) *ᵥ x)
          = (x 0 + x 1) ^ 2 + 2 * (x 0 ^ 2 + x 1 ^ 2) := by
        simp [Matrix.mulVec, dotProduct, Fin.sum_univ_two]
        ring
      have hpos : 0 < x 0 ^ 2 + x 1 ^ 2 := by
        by_contra hn
        have h0 : x 0 ^ 2 = 0 := by linarith [sq_nonneg (x 0), sq_nonneg (x 1)]
        have h1 : x 1 ^ 2 = 0 := by linarith [sq_nonneg (x 0), sq_nonneg (x 1)]
        apply hx
        funext i
        fin_cases i
        · exact (pow_eq_zero_iff two_ne_zero).mp h0
        · exact (pow_eq_zero_iff two_ne_zero).mp h1
      rw [e]
      linarith [sq_nonneg (x 0 + x 1)]
  · rw [scf_converges_iff (fun _ => one_pos) hK]
    rintro ⟨_, h⟩
    -- D - K is negative on the first basis vector
    have hx : (![1, 0] : Fin 2 → ℝ) ≠ 0 := fun h0 => by simpa using congrFun h0 0
    have := (Matrix.posDef_iff_dotProduct_mulVec.mp h).2 hx
    norm_num [Matrix.mulVec, dotProduct, Fin.sum_univ_two] at this

end

end SCFConvergence
```

```lean
#print axioms SCFConvergence.scf_converges_iff
-- 'SCFConvergence.scf_converges_iff' depends on axioms: [propext, Classical.choice, Quot.sound]
#print axioms SCFConvergence.exists_mixing_iff
-- 'SCFConvergence.exists_mixing_iff' depends on axioms: [propext, Classical.choice, Quot.sound]
#print axioms SCFConvergence.stable_but_not_convergent
-- 'SCFConvergence.stable_but_not_convergent' depends on axioms: [propext, Classical.choice, Quot.sound]
```

## Gaps, response and convergence as Lean objects

The main statement is `scf_converges_iff`. The finite type `n` labels the occupied-virtual pairs, `d : n → ℝ` holds the gaps, and `diagonal d` is $D$. The function `plainStep` writes the step componentwise as $-(Kx)_a/d_a$, and `mixedStep` adds the mixing. `Converges` says that the iterates tend to zero from every real starting vector; a special start may die out even when this fails.

Two hypotheses carry the physics. `hd` makes every gap positive, as when the occupied orbitals lie strictly below the virtual ones. `hK` makes $K$ symmetric, as a response that comes from second derivatives of an energy is. Both are assumed, and $K$ is an arbitrary real symmetric matrix, not one built from two-electron integrals. `PosDef` is Mathlib's positive definiteness, which includes symmetry for real matrices.

`mixed_converges_iff` is the version for any $\alpha>0$, and `exists_mixing_iff` says that some positive $\alpha$ gives convergence if and only if $D+K$ is positive definite. The theorems concern the linear map alone: the nonlinear SCF cycle, complex orbital rotations and extrapolation schemes such as DIIS are not modelled.

## From the modes back to the matrices

`exists_responseModes` builds $S$ with `s` as the square roots of the gaps, takes Mathlib's eigenvector basis and divides by `s`. Its last three blocks prove the fields of `ResponseModes`: the eigenvalue equation, orthonormality in the metric $D$, and completeness.

`ResponseModes.posDef_iff` is the test for $pD+qK$. Its step `act` applies the matrix to one mode, and `form` is the diagonal quadratic form above, with `mulVec_superposition` supplying linearity.

`ResponseModes.iterate` proves the formula for $x_k$ by induction on $k$. In `ResponseModes.converges_iff`, the forward direction starts from a single mode and divides by a nonzero component of it, which leaves the powers of one real number; these tend to zero only if its modulus is below one. The converse adds up finitely many vanishing terms.

`mixed_converges_iff` then uses the matrix test twice, with $(p,q)=(1,1)$ and $(2-\alpha,-\alpha)$, and `linarith` matches the inequalities mode by mode. Setting $\alpha=1$ gives `scf_converges_iff`. For `exists_mixing_iff` the explicit choice is $\alpha=1/\bigl(1+\sum_j(1+\mu_j)\bigr)$, which makes every $\alpha(1+\mu_i)$ lie strictly between 0 and 1.

The last theorem, `stable_but_not_convergent`, has two unit gaps and

$$K=\begin{pmatrix}2&1\\1&2\end{pmatrix}.$$

Here $D+K$ is positive definite, because its quadratic form is $(x_0+x_1)^2+2(x_0^2+x_1^2)$. But $D-K$ takes the value $-1$ on the vector $(1,0)$, so the unmixed iteration does not converge. By hand, $\mu=3$ and $\mu=1$: an error along $(1,1)/\sqrt2$ triples and changes sign at each step, whereas mixing with $0<\alpha<1/2$ damps every error.
